# Square-root onset of B2 order in the Bragg–Williams model

Below the critical temperature, a program can find the mean-field order parameter of a B2 alloy by bisection, starting from an interval that contains the ordered root and excludes the root at zero. The problems below supply that interval for the Bragg–Williams model of an equiatomic alloy, and show how order vanishes at the critical temperature $T_c$.

## Free energy and entropic force

Let $t=T/T_c$. One species occupies the two sublattices with probabilities $(1+\eta)/2$ and $(1-\eta)/2$, so $\eta=0$ is disorder and $|\eta|=1$ is perfect order. In units of $kT_c$, and with the energy of the disordered alloy taken as zero, the free energy per site is

$$f_t(\eta)=t\left[\frac{1+\eta}{2}\ln\frac{1+\eta}{2}+\frac{1-\eta}{2}\ln\frac{1-\eta}{2}\right]-\frac{\eta^2}{2}.$$

The postulated term $-\eta^2/2$ stands for the preference for unlike neighbours, averaged over uncorrelated sites. Its coefficient sets the temperature scale; parts (f) and (g) confirm that order starts at $t=1$.

```lean
import Mathlib

open Filter Topology

namespace B2SquareRootOnset

noncomputable section

/-- Bragg-Williams free energy per site of a B2 alloy in units of `k Tc`, at reduced temperature
`t = T/Tc` and with sublattice occupations `(1 + η)/2` and `(1 - η)/2`, for `-1 < η < 1`. -/
def freeEnergy (t η : ℝ) : ℝ :=
  t * ((1 + η) / 2 * Real.log ((1 + η) / 2) + (1 - η) / 2 * Real.log ((1 - η) / 2)) - η ^ 2 / 2
```

The entropy opposes order with the force $A(\eta)=\frac12[\ln(1+\eta)-\ln(1-\eta)]$, called `entropicForce`. Both definitions accept any real $\eta$, but the physical range is $-1\le\eta\le1$. The force diverges at the two ends, so the results below use it only for $-1<\eta<1$.

```lean
/-- Entropic force against order: minus the derivative of the mixing entropy per site, in units
of `k`, with respect to the order parameter, for `-1 < η < 1`. -/
def entropicForce (η : ℝ) : ℝ := (Real.log (1 + η) - Real.log (1 - η)) / 2
```

## (a) Slope of the entropic force

**Task.** Show that $A'(\eta)=1/(1-\eta^2)$ for $-1<\eta<1$.

**Solution.** Differentiating the logarithms gives

$$A'(\eta)=\frac12\left[\frac1{1+\eta}+\frac1{1-\eta}\right]=\frac1{1-\eta^2}.$$

`HasDerivAt` states both that the derivative exists and that it has this value.

```lean
/-- For `-1 < η < 1` the entropic force has the slope `1/(1 - η²)`. -/
theorem hasDerivAt_entropicForce {η : ℝ} (h1 : -1 < η) (h2 : η < 1) :
    HasDerivAt entropicForce (1 / (1 - η ^ 2)) η := by
  have p : 1 + η ≠ 0 := by intro h; linarith
  have q : 1 - η ≠ 0 := by intro h; linarith
  have r : 1 - η ^ 2 ≠ 0 := by
    have : 1 - η ^ 2 = (1 + η) * (1 - η) := by ring
    rw [this]
    exact mul_ne_zero p q
  have a : HasDerivAt (fun x : ℝ => Real.log (1 + x)) (1 / (1 + η)) η :=
    ((hasDerivAt_id' η).const_add 1).log p
  have b : HasDerivAt (fun x : ℝ => Real.log (1 - x)) (-1 / (1 - η)) η :=
    ((hasDerivAt_id' η).const_sub 1).log q
  refine ((a.fun_sub b).div_const 2).congr_deriv ?_
  rw [div_sub_div _ _ p q, div_div, div_eq_div_iff (mul_ne_zero (mul_ne_zero p q) two_ne_zero) r]
  ring
```

## (b) Inverting the hyperbolic tangent

**Task.** Show that $\eta=\tanh y$ is equivalent to $-1<\eta<1$ together with $A(\eta)=y$.

**Solution.** Write $\tau=\tanh y$. Since $1\pm\tau=e^{\pm y}/\cosh y>0$, we have $|\tau|<1$ and $A(\tau)=\frac12[y-(-y)]=y$. Conversely, if $A(\eta)=y=A(\tau)$, then $(1+\eta)(1-\tau)=(1+\tau)(1-\eta)$, which reduces to $\eta=\tau$. The code reaches this product equation through the injectivity of the logarithm.

```lean
/-- An order parameter equals `tanh y` exactly when it lies strictly between -1 and 1 and its
entropic force is `y`. -/
theorem eq_tanh_iff {η y : ℝ} :
    η = Real.tanh y ↔ -1 < η ∧ η < 1 ∧ entropicForce η = y := by
  have hc := Real.cosh_pos y
  have plus : 1 + Real.tanh y = Real.exp y / Real.cosh y := by
    rw [Real.tanh_eq_sinh_div_cosh, ← Real.cosh_add_sinh y, add_div, div_self hc.ne']
  have minus : 1 - Real.tanh y = Real.exp (-y) / Real.cosh y := by
    rw [Real.tanh_eq_sinh_div_cosh, ← Real.cosh_sub_sinh y, sub_div, div_self hc.ne']
  have pp : 0 < 1 + Real.tanh y := by rw [plus]; exact div_pos (Real.exp_pos _) hc
  have pm : 0 < 1 - Real.tanh y := by rw [minus]; exact div_pos (Real.exp_pos _) hc
  have force : entropicForce (Real.tanh y) = y := by
    unfold entropicForce
    rw [plus, minus, Real.log_div (Real.exp_pos _).ne' hc.ne',
      Real.log_div (Real.exp_pos _).ne' hc.ne', Real.log_exp, Real.log_exp]
    ring
  constructor
  · intro h
    rw [h]
    exact ⟨by linarith, by linarith, force⟩
  · rintro ⟨h1, h2, h3⟩
    have p : 0 < 1 + η := by linarith
    have q : 0 < 1 - η := by linarith
    -- equal forces mean equal products of occupations, hence equal order
    have e : Real.log ((1 + η) * (1 - Real.tanh y)) = Real.log ((1 + Real.tanh y) * (1 - η)) := by
      rw [Real.log_mul p.ne' pm.ne', Real.log_mul pp.ne' q.ne']
      unfold entropicForce at h3 force
      linarith
    have e' := Real.log_injOn_pos (Set.mem_Ioi.2 (mul_pos p pm)) (Set.mem_Ioi.2 (mul_pos pp q)) e
    linear_combination e' / 2
```

## (c) Stationary free energy

**Task.** For $t>0$ and $-1<\eta<1$, show that $f_t'(\eta)=0$ exactly when $\eta=\tanh(\eta/t)$, the B2 equation.

**Solution.** The derivatives of the logarithms contribute $\frac12-\frac12=0$, and the $\ln 2$ terms cancel. Hence $f_t'(\eta)=tA(\eta)-\eta$. This vanishes when $A(\eta)=\eta/t$, and (b) with $y=\eta/t$ finishes the argument. The statement concerns stationary points, not minima.

```lean
/-- For `t > 0` and `-1 < η < 1` the free energy is stationary at `η` exactly when the B2 equation
`η = tanh (η/t)` holds. -/
theorem stationary_iff {t η : ℝ} (ht : 0 < t) (h1 : -1 < η) (h2 : η < 1) :
    HasDerivAt (freeEnergy t) 0 η ↔ η = Real.tanh (η / t) := by
  have p : 1 + η ≠ 0 := by intro h; linarith
  have q : 1 - η ≠ 0 := by intro h; linarith
  have d : HasDerivAt (freeEnergy t) (t * entropicForce η - η) η := by
    have hu : HasDerivAt (fun x : ℝ => (1 + x) / 2) (1 / 2) η :=
      ((hasDerivAt_id' η).const_add 1).div_const 2
    have hv : HasDerivAt (fun x : ℝ => (1 - x) / 2) (-1 / 2) η :=
      ((hasDerivAt_id' η).const_sub 1).div_const 2
    have hs : HasDerivAt (fun x : ℝ => x ^ 2 / 2) η η :=
      ((hasDerivAt_pow 2 η).div_const 2).congr_deriv (by norm_num)
    have e1 : (1 + η) / 2 * (1 / 2 / ((1 + η) / 2)) = 1 / 2 := by field_simp
    have e2 : (1 - η) / 2 * (-1 / 2 / ((1 - η) / 2)) = -1 / 2 := by field_simp
    refine ((((hu.fun_mul (hu.log (div_ne_zero p two_ne_zero))).fun_add
      (hv.fun_mul (hv.log (div_ne_zero q two_ne_zero)))).const_mul t).fun_sub hs).congr_deriv ?_
    rw [e1, e2, Real.log_div p two_ne_zero, Real.log_div q two_ne_zero]
    unfold entropicForce
    ring
  constructor
  · intro h
    have e := h.unique d
    exact eq_tanh_iff.2 ⟨h1, h2, (eq_div_iff ht.ne').2 (by linarith)⟩
  · intro h
    have e := (eq_div_iff ht.ne').1 (eq_tanh_iff.1 h).2.2
    exact d.congr_deriv (by linarith)
```

## (d) Two bounds on the force

**Task.** For $0<\eta<1$, show that

$$\eta+\frac{\eta^3}{3}<A(\eta),\qquad 3(1-\eta^2)A(\eta)<3\eta-2\eta^3.$$

**Solution.** In each case the larger side minus the smaller vanishes at zero. For the first, the difference has slope

$$\frac1{1-x^2}-1-x^2=\frac{x^4}{1-x^2}>0.$$

For the second, the slope is $6x[A(x)-x]$, positive by the first bound. The helper `grow` uses the mean value theorem to turn a positive slope into a positive difference.

```lean
/-- For `0 < η < 1` the entropic force exceeds `η + η³/3`, and `3 (1 - η²)` times the force stays
below `3η - 2η³`. -/
theorem entropicForce_bounds {η : ℝ} (h0 : 0 < η) (h1 : η < 1) :
    η + η ^ 3 / 3 < entropicForce η ∧
      3 * ((1 - η ^ 2) * entropicForce η) < 3 * η - 2 * η ^ 3 := by
  have z : entropicForce 0 = 0 := by simp [entropicForce]
  -- a function that starts at zero with positive slope is positive
  have grow : ∀ (f f' : ℝ → ℝ) (b : ℝ), 0 < b → f 0 = 0 →
      (∀ x, 0 ≤ x → x ≤ b → HasDerivAt f (f' x) x) → (∀ x, 0 < x → x < b → 0 < f' x) →
      0 < f b := by
    intro f f' b hb hf hd hp
    obtain ⟨c, hc, e⟩ := exists_hasDerivAt_eq_slope f f' hb
      (fun x hx => (hd x hx.1 hx.2).continuousAt.continuousWithinAt)
      (fun x hx => hd x hx.1.le hx.2.le)
    simp only [hf, sub_zero] at e
    rw [eq_div_iff hb.ne'] at e
    rw [← e]
    exact mul_pos (hp c hc.1 hc.2) hb
  have lower : ∀ b : ℝ, 0 < b → b < 1 → b + b ^ 3 / 3 < entropicForce b := by
    intro b hb hb1
    have h := grow (fun x => entropicForce x - (x + x ^ 3 / 3))
      (fun x => 1 / (1 - x ^ 2) - (1 + x ^ 2)) b hb (by simp [z])
      (fun x hx hxb => (hasDerivAt_entropicForce (by linarith) (by linarith)).fun_sub
        (((hasDerivAt_id' x).fun_add ((hasDerivAt_pow 3 x).div_const 3)).congr_deriv
          (by norm_num)))
      (fun x hx hxb => by
        have q : 0 < 1 - x ^ 2 := by nlinarith
        rw [sub_pos, lt_div_iff₀ q]
        nlinarith [pow_pos hx 4])
    exact sub_pos.1 h
  refine ⟨lower η h0 h1, ?_⟩
  have h := grow (fun x => 3 * x - 2 * x ^ 3 - 3 * ((1 - x ^ 2) * entropicForce x))
    (fun x => 6 * x * (entropicForce x - x)) η h0 (by simp [z])
    (fun x hx hxb => by
      have p : HasDerivAt (fun x : ℝ => 3 * x - 2 * x ^ 3) (3 - 2 * (3 * x ^ 2)) x :=
        (((hasDerivAt_id' x).const_mul 3).fun_sub
          ((hasDerivAt_pow 3 x).const_mul 2)).congr_deriv (by norm_num)
      have q : HasDerivAt (fun x : ℝ => 1 - x ^ 2) (-(2 * x)) x :=
        ((hasDerivAt_pow 2 x).const_sub 1).congr_deriv (by norm_num)
      have n : 0 < 1 - x ^ 2 := by nlinarith
      have e : (1 - x ^ 2) * (1 / (1 - x ^ 2)) = 1 := mul_one_div_cancel n.ne'
      refine (p.fun_sub ((q.fun_mul (hasDerivAt_entropicForce (by linarith)
        (by linarith))).const_mul 3)).congr_deriv ?_
      linear_combination -3 * e)
    (fun x hx hxb => by
      have l := lower x hx (by linarith)
      have c := pow_pos hx 3
      exact mul_pos (by linarith) (by linarith))
  exact sub_pos.1 h
```

## (e) An interval for the order parameter

**Task.** For $t>0$, show that every positive solution of the B2 equation obeys

$$t\eta^2<3(1-t)<(3-2t)\eta^2.$$

**Solution.** By (b), $\eta<1$ and $tA(\eta)=\eta$. Multiplying the bounds of (d) by $t$ gives

$$t\left(\eta+\frac{\eta^3}{3}\right)<\eta,\qquad 3(1-\eta^2)\eta<t(3\eta-2\eta^3).$$

Dividing by $\eta>0$ and rearranging gives the two claims.

```lean
/-- At `t > 0`, every positive solution of the B2 equation satisfies
`t η² < 3 (1 - t) < (3 - 2t) η²`. -/
theorem order_bounds {t η : ℝ} (ht : 0 < t) (hη : 0 < η) (h : η = Real.tanh (η / t)) :
    t * η ^ 2 < 3 * (1 - t) ∧ 3 * (1 - t) < (3 - 2 * t) * η ^ 2 := by
  obtain ⟨_, h1, hA⟩ := eq_tanh_iff.1 h
  have e := (eq_div_iff ht.ne').1 hA
  obtain ⟨b1, b2⟩ := entropicForce_bounds hη h1
  have c1 := mul_lt_mul_of_pos_left b1 ht
  have c2 := mul_lt_mul_of_pos_left b2 ht
  have e2 : t * (3 * ((1 - η ^ 2) * entropicForce η)) = 3 * (1 - η ^ 2) * η := by
    linear_combination 3 * (1 - η ^ 2) * e
  rw [e2] at c2
  -- divide both estimates by the positive order parameter
  constructor
  · refine lt_of_mul_lt_mul_left (?_ : η * (t * η ^ 2) < η * (3 * (1 - t))) hη.le
    nlinarith
  · refine lt_of_mul_lt_mul_left (?_ : η * (3 * (1 - t)) < η * ((3 - 2 * t) * η ^ 2)) hη.le
    nlinarith
```

## (f) No order at or above the critical temperature

**Task.** For $t\ge1$, show that the B2 equation holds only for $\eta=0$.

**Solution.** Zero is a solution. A positive one would give $0\le t\eta^2<3(1-t)\le0$, which is impossible. If $\eta$ were a negative solution, $-\eta$ would be a positive one, because $\tanh$ is odd.

```lean
/-- At and above the critical temperature, `t ≥ 1`, the B2 equation has only the solution 0. -/
theorem disordered {t η : ℝ} (ht : 1 ≤ t) : η = Real.tanh (η / t) ↔ η = 0 := by
  have t0 : 0 < t := by linarith
  constructor
  · intro h
    rcases lt_trichotomy η 0 with n | n | n
    · have h' : -η = Real.tanh (-η / t) := by rw [neg_div, Real.tanh_neg, ← h]
      have b := (order_bounds t0 (neg_pos.2 n) h').1
      have c := mul_nonneg t0.le (sq_nonneg (-η))
      linarith
    · exact n
    · have b := (order_bounds t0 n h).1
      have c := mul_nonneg t0.le (sq_nonneg η)
      linarith
  · intro h
    simp [h]
```

## (g) One positive solution below it

**Task.** For $0<t<1$, show that exactly one $\eta>0$ satisfies the B2 equation.

**Solution.** Let $G(x)=tA(x)-x$. At $s=\sqrt{1-t}$ we have $1-s^2=t$, so (d) gives $G(s)<0$. At $e=\tanh(1/t)$ we have $A(e)=1/t$, so $G(e)=1-e>0$. The intermediate value theorem gives a root between them.

If there were two positive roots $a<b$, then $G$ would vanish at $0$, $a$ and $b$. Rolle's theorem would give $0<c<a<d<b$ with $t=1-c^2=1-d^2$, a contradiction. In Lean, `∃!` expresses existence and uniqueness together. The code does not prove that the root is a minimum, but the sign of $G=f_t'$ shows it: $G$ is negative between $0$ and the root and positive from there to $1$, so the root minimises the free energy on $0\le\eta\le1$.

```lean
/-- Below the critical temperature, `0 < t < 1`, the B2 equation has exactly one positive
solution. -/
theorem existsUnique_order {t : ℝ} (ht : 0 < t) (ht1 : t < 1) :
    ∃! η : ℝ, 0 < η ∧ η = Real.tanh (η / t) := by
  have hG : ∀ x : ℝ, 0 ≤ x → x < 1 →
      HasDerivAt (fun x => t * entropicForce x - x) (t * (1 / (1 - x ^ 2)) - 1) x :=
    fun x hx hx1 => ((hasDerivAt_entropicForce (by linarith) hx1).const_mul t).fun_sub
      (hasDerivAt_id' x)
  -- two positive solutions would give two positive zeros of the slope
  have key : ∀ a b : ℝ, 0 < a → a < b → a = Real.tanh (a / t) → b = Real.tanh (b / t) →
      False := by
    intro a b ha hab sa sb
    obtain ⟨_, _, fa⟩ := eq_tanh_iff.1 sa
    obtain ⟨_, b1, fb⟩ := eq_tanh_iff.1 sb
    have ea := (eq_div_iff ht.ne').1 fa
    have eb := (eq_div_iff ht.ne').1 fb
    have z : entropicForce 0 = 0 := by simp [entropicForce]
    have root : ∀ c : ℝ, 0 < c → c < 1 → t * (1 / (1 - c ^ 2)) - 1 = 0 → t = 1 - c ^ 2 := by
      intro c hc hc1 h
      have n : 0 < 1 - c ^ 2 := by nlinarith
      rwa [mul_one_div, sub_eq_zero, div_eq_one_iff_eq n.ne'] at h
    have rolle : ∀ u v : ℝ, 0 ≤ u → u < v → v < 1 →
        t * entropicForce u - u = t * entropicForce v - v →
        ∃ c, u < c ∧ c < v ∧ t = 1 - c ^ 2 := by
      intro u v hu huv hv huv0
      obtain ⟨c, hc, ec⟩ := exists_hasDerivAt_eq_zero huv
        (fun x hx => (hG x (hu.trans hx.1)
          (lt_of_le_of_lt hx.2 hv)).continuousAt.continuousWithinAt) huv0
        (fun x hx => hG x (hu.trans hx.1.le) (hx.2.trans hv))
      exact ⟨c, hc.1, hc.2, root c (lt_of_le_of_lt hu hc.1) (hc.2.trans hv) ec⟩
    obtain ⟨c, c0, ca, ec⟩ := rolle 0 a le_rfl ha (hab.trans b1) (by rw [z]; linarith)
    obtain ⟨d, da, _, ed⟩ := rolle a b ha.le hab b1 (by linarith)
    nlinarith
  -- the net force changes sign between sqrt (1 - t) and tanh (1/t)
  have s0 : 0 < Real.sqrt (1 - t) := Real.sqrt_pos.2 (by linarith)
  have ss : Real.sqrt (1 - t) ^ 2 = 1 - t := Real.sq_sqrt (by linarith)
  have s1 : Real.sqrt (1 - t) < 1 := by nlinarith
  have fs : t * entropicForce (Real.sqrt (1 - t)) - Real.sqrt (1 - t) ≤ 0 := by
    have b := (entropicForce_bounds s0 s1).2
    have r : 1 - Real.sqrt (1 - t) ^ 2 = t := by linarith
    rw [r] at b
    linarith [pow_pos s0 3]
  obtain ⟨_, e1, fe⟩ := eq_tanh_iff.1 (rfl : Real.tanh (1 / t) = Real.tanh (1 / t))
  have e0 : 0 < Real.tanh (1 / t) := by
    rw [Real.tanh_eq_sinh_div_cosh]
    exact div_pos (Real.sinh_pos_iff.2 (one_div_pos.2 ht)) (Real.cosh_pos _)
  have fe' : 0 ≤ t * entropicForce (Real.tanh (1 / t)) - Real.tanh (1 / t) := by
    have e := (eq_div_iff ht.ne').1 fe
    linarith
  have inside : ∀ x ∈ Set.uIcc (Real.sqrt (1 - t)) (Real.tanh (1 / t)), 0 < x ∧ x < 1 := by
    intro x hx
    rcases Set.mem_uIcc.1 hx with h | h <;> constructor <;> linarith [h.1, h.2]
  have hc : ContinuousOn (fun x => t * entropicForce x - x)
      (Set.uIcc (Real.sqrt (1 - t)) (Real.tanh (1 / t))) := fun x hx =>
    (hG x (inside x hx).1.le (inside x hx).2).continuousAt.continuousWithinAt
  obtain ⟨x, hx, hx0⟩ := intermediate_value_uIcc hc (Set.mem_uIcc.2 (Or.inl ⟨fs, fe'⟩))
  have hx0' : t * entropicForce x - x = 0 := hx0
  obtain ⟨x0, x1⟩ := inside x hx
  have sx : x = Real.tanh (x / t) :=
    eq_tanh_iff.2 ⟨by linarith, x1, (eq_div_iff ht.ne').2 (by linarith)⟩
  refine ⟨x, ⟨x0, sx⟩, ?_⟩
  rintro y ⟨y0, sy⟩
  rcases lt_trichotomy y x with h | h | h
  · exact (key y x y0 h sy sx).elim
  · exact h
  · exact (key x y x0 h sx sy).elim
```

## (h) Square of the order parameter near onset

**Task.** Let $\eta(t)$ be the positive solution for $0<t<1$. Show that

$$\lim_{t\uparrow1}\frac{\eta(t)^2}{1-t}=3.$$

**Solution.** From (e),

$$\frac3{3-2t}<\frac{\eta(t)^2}{1-t}<\frac3t,$$

and both outer terms tend to $3$. The notation `𝓝[<] 1` means approach from below. The hypothesis `h` makes the function `η` the ordered branch, which exists by (g); its values at other temperatures are arbitrary.

```lean
/-- Square-root onset of B2 order: if `η t` is the positive solution of the B2 equation for each
`0 < t < 1`, then `η² / (1 - t)` tends to 3 as `t` increases to 1. -/
theorem square_root_onset (η : ℝ → ℝ)
    (h : ∀ t, 0 < t → t < 1 → 0 < η t ∧ η t = Real.tanh (η t / t)) :
    Tendsto (fun t => η t ^ 2 / (1 - t)) (𝓝[<] 1) (𝓝 3) := by
  have ev : ∀ᶠ t in 𝓝[<] (1 : ℝ), 0 < t ∧ t < 1 := Ioo_mem_nhdsLT one_pos
  have lo : Tendsto (fun t : ℝ => 3 / (3 - 2 * t)) (𝓝[<] 1) (𝓝 (3 / (3 - 2 * 1))) :=
    (ContinuousAt.div continuousAt_const (by fun_prop) (by norm_num)
      : ContinuousAt (fun t : ℝ => 3 / (3 - 2 * t)) 1).tendsto.mono_left nhdsWithin_le_nhds
  have up : Tendsto (fun t : ℝ => 3 / t) (𝓝[<] 1) (𝓝 (3 / 1)) :=
    (ContinuousAt.div continuousAt_const continuousAt_id (by norm_num)
      : ContinuousAt (fun t : ℝ => 3 / t) 1).tendsto.mono_left nhdsWithin_le_nhds
  rw [show (3 : ℝ) / (3 - 2 * 1) = 3 by norm_num] at lo
  rw [show (3 : ℝ) / 1 = 3 by norm_num] at up
  -- squeeze between the two explicit estimates
  refine tendsto_of_tendsto_of_tendsto_of_le_of_le' lo up ?_ ?_
  · filter_upwards [ev] with t ht
    have b := (order_bounds ht.1 (h t ht.1 ht.2).1 (h t ht.1 ht.2).2).2
    rw [div_le_div_iff₀ (by linarith [ht.2]) (by linarith [ht.2])]
    linarith
  · filter_upwards [ev] with t ht
    have b := (order_bounds ht.1 (h t ht.1 ht.2).1 (h t ht.1 ht.2).2).1
    rw [div_le_div_iff₀ (by linarith [ht.2]) ht.1]
    linarith
```

## (i) Critical amplitude

**Task.** Show that $\eta(t)/\sqrt{1-t}\to\sqrt3$ as $t\uparrow1$.

**Solution.** Take the square root in (h), using its continuity and $\eta(t)>0$.

```lean
/-- Critical amplitude: for the positive solution `η t` of the B2 equation at `0 < t < 1`, the
ratio of `η` to `sqrt (1 - t)` tends to `sqrt 3` as `t` increases to 1. -/
theorem critical_amplitude (η : ℝ → ℝ)
    (h : ∀ t, 0 < t → t < 1 → 0 < η t ∧ η t = Real.tanh (η t / t)) :
    Tendsto (fun t => η t / Real.sqrt (1 - t)) (𝓝[<] 1) (𝓝 (Real.sqrt 3)) := by
  have ev : ∀ᶠ t in 𝓝[<] (1 : ℝ), 0 < t ∧ t < 1 := Ioo_mem_nhdsLT one_pos
  refine ((Real.continuous_sqrt.tendsto 3).comp (square_root_onset η h)).congr' ?_
  filter_upwards [ev] with t ht
  change Real.sqrt (η t ^ 2 / (1 - t)) = η t / Real.sqrt (1 - t)
  rw [Real.sqrt_div (sq_nonneg _), Real.sqrt_sq (h t ht.1 ht.2).1.le]

end

end B2SquareRootOnset
```

```lean
#print axioms B2SquareRootOnset.disordered
#print axioms B2SquareRootOnset.existsUnique_order
#print axioms B2SquareRootOnset.square_root_onset
#print axioms B2SquareRootOnset.critical_amplitude
```

```
'B2SquareRootOnset.disordered' depends on axioms: [propext, Classical.choice, Quot.sound]
'B2SquareRootOnset.existsUnique_order' depends on axioms: [propext, Classical.choice, Quot.sound]
'B2SquareRootOnset.square_root_onset' depends on axioms: [propext, Classical.choice, Quot.sound]
'B2SquareRootOnset.critical_amplitude' depends on axioms: [propext, Classical.choice, Quot.sound]
```

## Bisection, and the same law for a magnet

For $0<t<1$, a program can bisect $x-\tanh(x/t)$ between

$$\sqrt{\frac{3(1-t)}{3-2t}}\quad\text{and}\quad\min\left(1,\sqrt{\frac{3(1-t)}t}\right).$$

The function is negative at the lower end and positive at the upper. The upper end is never more than $\sqrt2$ times the lower, and this ratio tends to one as $t$ rises to 1.

The same argument gives the onset of magnetisation in the mean-field spin-½ Ising ferromagnet at zero field, with $\eta$ read as the magnetisation relative to saturation. Both models neglect correlations between sites, so the square-root law should not be used to fit critical data from a real three-dimensional alloy very close to $T_c$.
